# Spin contamination of a two-electron determinant: $\langle S^2\rangle = 1-|\langle a,b\rangle|^2$ for normalized orbitals of opposite spin

Put one electron with spin up in an orbital $a$ and one with spin down in a different orbital $b$. The determinant has $S_z=0$, but that alone does not make it a singlet: a triplet also has a state with $S_z=0$, and the determinant generally contains some of it. It is then a superposition of a singlet and a triplet, and its energy is an expectation value in that superposition. For two electrons on a finite set of positions, the theorems below give the size of this spin contamination from a single number, the overlap of the two orbitals.

## Two electrons with spin

```lean
import Mathlib

namespace SpinContamination

noncomputable section

variable {X : Type*} [Fintype X]
```

The file loads the library Mathlib and fixes a finite set `X` of positions. These may be lattice sites, or labels of an orthonormal basis, in which case an orbital is its list of coefficients.

```lean
/-- Two-electron wave functions; each electron has a position in `X` and a spin,
`0` for up and `1` for down. -/
abbrev Pair (X : Type*) := X × Fin 2 → X × Fin 2 → ℂ
```

A wave function $\Psi(p,q)$ takes two space-spin coordinates, $p=(x,s)$ for the first electron and $q=(y,t)$ for the second. In Lean, `p.1` is the position and `p.2` the spin. Antisymmetry is not part of this type; it will come from the determinant.

```lean
/-- The spin-half matrix for the x direction, in units of ħ. -/
def sx : Matrix (Fin 2) (Fin 2) ℂ := !![0, 1/2; 1/2, 0]
```

This is $s_x$, half the Pauli matrix $\sigma_x$, with $\hbar=1$.

```lean
/-- The spin-half matrix for the y direction, in units of ħ. -/
def sy : Matrix (Fin 2) (Fin 2) ℂ := !![0, -Complex.I/2; Complex.I/2, 0]
```

Likewise $s_y=\sigma_y/2$, where `Complex.I` is $i$.

```lean
/-- The spin-half matrix for the z direction, in units of ħ. -/
def sz : Matrix (Fin 2) (Fin 2) ℂ := !![1/2, 0; 0, -1/2]
```

And $s_z=\sigma_z/2$, with eigenvalue $+\tfrac12$ for spin up.

```lean
/-- The sum of a one-electron spin operator `M` over the two electrons. -/
def totalSpin (M : Matrix (Fin 2) (Fin 2) ℂ) (Ψ : Pair X) : Pair X := fun p q =>
  ∑ t, M p.2 t * Ψ (p.1, t) q + ∑ t, M q.2 t * Ψ p (q.1, t)
```

A one-electron spin matrix $M$ acts on the first electron, then on the second, and the results are added: $M\otimes 1+1\otimes M$. Positions are untouched.

```lean
/-- The total spin operator `S² = Sx² + Sy² + Sz²` of two electrons. -/
def spinSq (Ψ : Pair X) : Pair X := fun p q =>
  totalSpin sx (totalSpin sx Ψ) p q + totalSpin sy (totalSpin sy Ψ) p q
    + totalSpin sz (totalSpin sz Ψ) p q
```

Here $S^2=S_x^2+S_y^2+S_z^2$, each component being applied twice. This is the usual definition of total spin, in units of $\hbar^2$.

## Orbitals and their determinant

```lean
/-- The inner product of two orbitals. -/
def overlap (a b : X → ℂ) : ℂ := ∑ x, star (a x) * b x
```

This is $\langle a,b\rangle=\sum_x \overline{a(x)}\,b(x)$. `star` is complex conjugation, and it falls on the first argument.

```lean
/-- The inner product of two-electron wave functions. -/
def braket (Φ Ψ : Pair X) : ℂ := ∑ p, ∑ q, star (Φ p q) * Ψ p q
```

The two-electron inner product sums over both positions and both spins.

```lean
/-- The prefactor `1/√2` of a two-electron determinant. -/
def pref : ℂ := ((1 / Real.sqrt 2 : ℝ) : ℂ)
```

The real number $1/\sqrt2$, regarded as a complex number.

```lean
/-- The spin orbital with spatial part `a` and spin `s`. -/
def spinOrbital (a : X → ℂ) (s : Fin 2) : X × Fin 2 → ℂ :=
  fun p => if p.2 = s then a p.1 else 0
```

A spin orbital equals $a(x)$ when the electron has spin $s$, and zero otherwise.

```lean
/-- The Slater determinant of two spin orbitals, with prefactor `1/√2`. -/
def slater (φ χ : X × Fin 2 → ℂ) : Pair X := fun p q =>
  pref * Matrix.det !![φ p, χ p; φ q, χ q]
```

For spin orbitals $\varphi,\chi$ this is $\tfrac1{\sqrt2}\,[\varphi(p)\chi(q)-\chi(p)\varphi(q)]$, written as a $2\times2$ determinant.

```lean
/-- The determinant of `a` with spin up and `b` with spin down. -/
def uhf (a b : X → ℂ) : Pair X := slater (spinOrbital a 0) (spinOrbital b 1)
```

This is the state $\Psi$ studied from here on: $a$ with spin up, $b$ with spin down. The name recalls unrestricted Hartree–Fock, but no Hamiltonian appears, and $a$ and $b$ need not minimize any energy.

```lean
/-- The prefactor of the determinant is real and its square is one half. -/
theorem pref_spec : star pref = pref ∧ pref * pref = 1/2 := by
  refine ⟨Complex.conj_ofReal _, ?_⟩
  have h : (1 / Real.sqrt 2) * (1 / Real.sqrt 2) = (1/2 : ℝ) := by
    rw [div_mul_div_comm, Real.mul_self_sqrt (by norm_num)]; norm_num
  unfold pref
  rw [← Complex.ofReal_mul, h]
  norm_num
```

The prefactor is its own conjugate and squares to $\tfrac12$. Later proofs use only these two properties.

## Total spin as an exchange of spins

```lean
omit [Fintype X] in
/-- For two electrons, `S²` is the identity plus the exchange of the two spins. -/
theorem spinSq_eq_exchange (Ψ : Pair X) (p q : X × Fin 2) :
    spinSq Ψ p q = Ψ p q + Ψ (p.1, q.2) (q.1, p.2) := by
  obtain ⟨x, s⟩ := p
  obtain ⟨y, t⟩ := q
  obtain ⟨x1, x2, x3, x4⟩ : sx 0 0 = 0 ∧ sx 0 1 = 1/2 ∧ sx 1 0 = 1/2 ∧ sx 1 1 = 0 := by
    simp [sx]
  obtain ⟨y1, y2, y3, y4⟩ : sy 0 0 = 0 ∧ sy 0 1 = -Complex.I/2 ∧ sy 1 0 = Complex.I/2 ∧
      sy 1 1 = 0 := by simp [sy]
  obtain ⟨z1, z2, z3, z4⟩ : sz 0 0 = 1/2 ∧ sz 0 1 = 0 ∧ sz 1 0 = 0 ∧ sz 1 1 = -1/2 := by
    simp [sz]
  -- check the four spin configurations; only `Sy²` needs `I² = -1`
  have key : ∀ s t : Fin 2, spinSq Ψ (x, s) (y, t) = Ψ (x, s) (y, t) + Ψ (x, t) (y, s) := by
    simp only [Fin.forall_fin_two]
    refine ⟨⟨?_, ?_⟩, ?_, ?_⟩ <;>
      simp only [spinSq, totalSpin, Fin.sum_univ_two, x1, x2, x3, x4, y1, y2, y3, y4,
        z1, z2, z3, z4]
    · linear_combination ((Ψ (x, 1) (y, 1) - Ψ (x, 0) (y, 0)) / 2) * Complex.I_sq
    · linear_combination (-(Ψ (x, 0) (y, 1) + Ψ (x, 1) (y, 0)) / 2) * Complex.I_sq
    · linear_combination (-(Ψ (x, 0) (y, 1) + Ψ (x, 1) (y, 0)) / 2) * Complex.I_sq
    · linear_combination ((Ψ (x, 0) (y, 0) - Ψ (x, 1) (y, 1)) / 2) * Complex.I_sq
  exact key s t
```

For every two-electron function,
$$(S^2\Psi)(xs,yt)=\Psi(xs,yt)+\Psi(xt,ys).$$
The spins change places while the positions stay. The line `omit [Fintype X] in` records that finiteness of $X$ is not needed here.

By hand, squaring $s_k\otimes1+1\otimes s_k$ gives $\tfrac12+2\,s_k\otimes s_k$, since $s_k^2=\tfrac14$. Suppress the positions and take both spins up. Then $S_x^2$ contributes $\tfrac12(\Psi_{\uparrow\uparrow}+\Psi_{\downarrow\downarrow})$, $S_y^2$ contributes $\tfrac12(\Psi_{\uparrow\uparrow}-\Psi_{\downarrow\downarrow})$ and $S_z^2$ contributes $\Psi_{\uparrow\uparrow}$. The sum is $2\Psi_{\uparrow\uparrow}$, as claimed.

For spins up and down, $S_x^2$ and $S_y^2$ each contribute $\tfrac12(\Psi_{\uparrow\downarrow}+\Psi_{\downarrow\uparrow})$ and $S_z^2$ contributes nothing. The other two cases follow by flipping all spins.

The proof checks the same four cases. It inserts the matrix entries, and `linear_combination` closes each case by showing that the two sides differ by a multiple of $i^2+1=0$.

```lean
omit [Fintype X] in
/-- The four spin components of the determinant: only those with opposite spins
can be nonzero. -/
theorem uhf_components (a b : X → ℂ) (x y : X) :
    uhf a b (x, 0) (y, 0) = 0 ∧ uhf a b (x, 0) (y, 1) = pref * (a x * b y) ∧
    uhf a b (x, 1) (y, 0) = -(pref * (b x * a y)) ∧ uhf a b (x, 1) (y, 1) = 0 := by
  refine ⟨?_, ?_, ?_, ?_⟩ <;> simp [uhf, slater, spinOrbital, Matrix.det_fin_two]
```

Expanding the determinant leaves two components:
$$\Psi(x{\uparrow},y{\downarrow})=\tfrac1{\sqrt2}a(x)b(y),\qquad \Psi(x{\downarrow},y{\uparrow})=-\tfrac1{\sqrt2}b(x)a(y).$$
Those with equal spins vanish.

```lean
/-- A product of two orbital overlaps is a double sum over positions. -/
theorem overlap_mul_overlap (f g h k : X → ℂ) :
    overlap f g * overlap h k = ∑ x, ∑ y, (star (f x) * g x) * (star (h y) * k y) := by
  unfold overlap
  rw [Finset.sum_mul_sum]
```

A product of two sums is a double sum: $\langle f,g\rangle\langle h,k\rangle=\sum_{x,y}\overline{f(x)}g(x)\,\overline{h(y)}k(y)$. This lets the next proofs compare expressions position by position.

```lean
/-- The determinant of two normalized orbitals with opposite spins is normalized. -/
theorem uhf_normalized (a b : X → ℂ) (ha : overlap a a = 1) (hb : overlap b b = 1) :
    braket (uhf a b) (uhf a b) = 1 := by
  obtain ⟨hs, hc⟩ := pref_spec
  have E : braket (uhf a b) (uhf a b) =
      1/2 * (overlap a a * overlap b b) + 1/2 * (overlap b b * overlap a a) := by
    simp only [braket, Fintype.sum_prod_type, Fin.sum_univ_two, overlap_mul_overlap,
      Finset.mul_sum, ← Finset.sum_add_distrib]
    refine Finset.sum_congr rfl fun x _ => Finset.sum_congr rfl fun y _ => ?_
    obtain ⟨h1, h2, h3, h4⟩ := uhf_components a b x y
    simp only [h1, h2, h3, h4, star_mul', star_neg, star_zero, hs]
    linear_combination (star (a x) * star (b y) * (a x * b y)
      + star (b x) * star (a y) * (b x * a y)) * hc
  rw [E, ha, hb]
  norm_num
```

The hypotheses `ha` and `hb` say $\langle a,a\rangle=\langle b,b\rangle=1$. Summing the squared moduli of the two components gives
$$\langle\Psi,\Psi\rangle=\tfrac12\langle a,a\rangle\langle b,b\rangle+\tfrac12\langle b,b\rangle\langle a,a\rangle=1.$$
The orbitals $a$ and $b$ need not be orthogonal, because their opposite spins already make the spin orbitals orthogonal. In the proof, `E` is this expansion.

```lean
omit [Fintype X] in
/-- The determinant of one spin-up and one spin-down orbital satisfies `Sz Ψ = 0`. -/
theorem uhf_sz (a b : X → ℂ) (p q : X × Fin 2) : totalSpin sz (uhf a b) p q = 0 := by
  obtain ⟨x, s⟩ := p
  obtain ⟨y, t⟩ := q
  obtain ⟨z1, z2, z3, z4⟩ : sz 0 0 = 1/2 ∧ sz 0 1 = 0 ∧ sz 1 0 = 0 ∧ sz 1 1 = -1/2 := by
    simp [sz]
  obtain ⟨h1, h2, h3, h4⟩ := uhf_components a b x y
  have key : ∀ s t : Fin 2, totalSpin sz (uhf a b) (x, s) (y, t) = 0 := by
    simp only [Fin.forall_fin_two]
    refine ⟨⟨?_, ?_⟩, ?_, ?_⟩ <;>
      simp only [totalSpin, Fin.sum_univ_two, z1, z2, z3, z4, h1, h2, h3, h4] <;> ring
  exact key s t
```

Each nonzero component has one spin up and one down, so $S_z$ multiplies it by $\tfrac12-\tfrac12=0$. The statement holds at every pair of coordinates, with no normalization assumed.

## The contamination formula

```lean
/-- Spin contamination: for normalized orbitals `a` (spin up) and `b` (spin down), the
determinant has `⟨S²⟩ = 1 - |⟨a,b⟩|²`. -/
theorem spin_contamination (a b : X → ℂ) (ha : overlap a a = 1) (hb : overlap b b = 1) :
    braket (uhf a b) (spinSq (uhf a b)) = ((1 - ‖overlap a b‖ ^ 2 : ℝ) : ℂ) := by
  obtain ⟨hs, hc⟩ := pref_spec
  -- direct terms give the norms, spin exchange gives the overlaps
  have E : braket (uhf a b) (spinSq (uhf a b)) =
      1/2 * (overlap a a * overlap b b) + 1/2 * (overlap b b * overlap a a)
      - 1/2 * (overlap a b * overlap b a) - 1/2 * (overlap b a * overlap a b) := by
    simp only [braket, spinSq_eq_exchange, Fintype.sum_prod_type, Fin.sum_univ_two,
      overlap_mul_overlap, Finset.mul_sum, ← Finset.sum_add_distrib,
      ← Finset.sum_sub_distrib]
    refine Finset.sum_congr rfl fun x _ => Finset.sum_congr rfl fun y _ => ?_
    obtain ⟨h1, h2, h3, h4⟩ := uhf_components a b x y
    simp only [h1, h2, h3, h4, star_mul', star_neg, star_zero, hs]
    linear_combination (star (a x) * star (b y) * (a x * b y - b x * a y)
      + star (b x) * star (a y) * (b x * a y - a x * b y)) * hc
  have hconj : overlap b a = starRingEnd ℂ (overlap a b) := by
    simp [overlap, map_sum, mul_comm]
  have hn : overlap a b * overlap b a = ((‖overlap a b‖ ^ 2 : ℝ) : ℂ) := by
    rw [hconj, Complex.mul_conj, Complex.normSq_eq_norm_sq]
  rw [E, ha, hb, Complex.ofReal_sub, ← hn, Complex.ofReal_one]
  ring
```

For normalized $a$ and $b$, $\langle\Psi,S^2\Psi\rangle=1-|\langle a,b\rangle|^2$. The right side is a real number placed in $\mathbb C$, so the expectation value is real.

By the exchange formula, both opposite-spin components of $S^2\Psi$ equal
$$\tfrac1{\sqrt2}\,[a(x)b(y)-b(x)a(y)],$$
and the equal-spin components vanish. Multiplying by the conjugate components of $\Psi$ and summing over $x$ and $y$,
$$\begin{aligned}\langle\Psi,S^2\Psi\rangle={}&\tfrac12\big(\langle a,a\rangle\langle b,b\rangle-\langle a,b\rangle\langle b,a\rangle\big)\\&+\tfrac12\big(\langle b,b\rangle\langle a,a\rangle-\langle b,a\rangle\langle a,b\rangle\big).\end{aligned}$$
Normalization turns the first product in each bracket into 1. Since $\langle b,a\rangle=\overline{\langle a,b\rangle}$, the second is $|\langle a,b\rangle|^2$.

In the code, `E` is the displayed expansion, proved for each $x$ and $y$ and then summed. `hconj` is the conjugation rule, `hn` turns the product of overlaps into a squared modulus, and `ring` finishes the algebra.

In an unrestricted Hartree–Fock calculation with exactly two electrons of opposite spin, this is the value of $\langle S^2\rangle$ to expect from the orbitals. In a non-orthogonal basis the overlap would need the basis overlap matrix, which `overlap` does not contain. Larger electron numbers and orbitals that need an infinite basis are not treated.

If $a$ and $b$ are orthogonal, which requires at least two positions, the formula gives $\langle S^2\rangle=1$, midway between the singlet value 0 and the triplet value 2.

```lean
/-- For normalized orbitals, `⟨S²⟩` is the squared norm of `b - ⟨a,b⟩ a`, the part of `b`
orthogonal to `a`. -/
theorem contamination_eq_residual (a b : X → ℂ)
    (ha : overlap a a = 1) (hb : overlap b b = 1) :
    braket (uhf a b) (spinSq (uhf a b)) =
      overlap (fun x => b x - overlap a b * a x) (fun x => b x - overlap a b * a x) := by
  have expand : ∀ s : ℂ, overlap (fun x => b x - s * a x) (fun x => b x - s * a x) =
      overlap b b - s * overlap b a - star s * overlap a b + star s * s * overlap a a := by
    intro s
    simp only [overlap, Finset.mul_sum, ← Finset.sum_sub_distrib, ← Finset.sum_add_distrib]
    refine Finset.sum_congr rfl fun x _ => ?_
    simp only [star_sub, star_mul']
    ring
  have hconj : overlap b a = starRingEnd ℂ (overlap a b) := by
    simp [overlap, map_sum, mul_comm]
  have hn : overlap a b * overlap b a = ((‖overlap a b‖ ^ 2 : ℝ) : ℂ) := by
    rw [hconj, Complex.mul_conj, Complex.normSq_eq_norm_sq]
  rw [spin_contamination a b ha hb, expand, ha, hb, Complex.ofReal_sub, ← hn,
    Complex.ofReal_one]
  ring
```

The same number measures how much of $b$ lies outside the direction of $a$. Write $s=\langle a,b\rangle$, now a complex number and not a spin label. Then
$$\|b-sa\|^2=\langle b,b\rangle-s\langle b,a\rangle-\bar s\langle a,b\rangle+|s|^2\langle a,a\rangle=1-|s|^2.$$
The step `expand` proves the first equality for any complex $s$. The proof then sets $s=\langle a,b\rangle$ and applies the contamination formula.

```lean
/-- For normalized orbitals, `⟨S²⟩` vanishes exactly when `b` is a scalar multiple
of `a`. -/
theorem contamination_eq_zero_iff (a b : X → ℂ)
    (ha : overlap a a = 1) (hb : overlap b b = 1) :
    braket (uhf a b) (spinSq (uhf a b)) = 0 ↔ ∃ c : ℂ, ∀ x, b x = c * a x := by
  rw [contamination_eq_residual a b ha hb]
  constructor
  · intro h
    refine ⟨overlap a b, fun x => ?_⟩
    -- a sum of squared moduli vanishes only termwise
    have e : ∀ r : X → ℂ, overlap r r = ((∑ x, Complex.normSq (r x) : ℝ) : ℂ) := by
      intro r
      unfold overlap
      rw [Complex.ofReal_sum]
      exact Finset.sum_congr rfl fun x _ => Complex.normSq_eq_conj_mul_self.symm
    rw [e, Complex.ofReal_eq_zero] at h
    have h0 := (Finset.sum_eq_zero_iff_of_nonneg
      fun x _ => Complex.normSq_nonneg _).mp h x (Finset.mem_univ x)
    exact sub_eq_zero.mp (Complex.normSq_eq_zero.mp h0)
  · rintro ⟨c, hcb⟩
    have hov : overlap a b = c := by
      have h1 : overlap a b = c * overlap a a := by
        unfold overlap
        rw [Finset.mul_sum]
        refine Finset.sum_congr rfl fun x _ => ?_
        rw [hcb x]
        ring
      rw [h1, ha, mul_one]
    have hr : ∀ x, b x - overlap a b * a x = 0 := fun x => by rw [hov, hcb x, sub_self]
    simp only [hr]
    simp [overlap]

end

end SpinContamination
```

The contamination vanishes exactly when $b(x)=c\,a(x)$ for all $x$, with one complex constant $c$. Normalization forces $|c|=1$, so the two electrons share a spatial orbital up to a phase: the closed-shell case.

In one direction, a vanishing $\langle S^2\rangle$ means $\sum_x|b(x)-\langle a,b\rangle a(x)|^2=0$. A sum of non-negative terms is zero only if each term is, so $b=\langle a,b\rangle a$. In the other direction, $b=ca$ gives $\langle a,b\rangle=c\langle a,a\rangle=c$, and $b-\langle a,b\rangle a$ is zero everywhere. The two bullets of the proof follow these two arguments.

With a single position in $X$, normalized orbitals are just phases, so $b$ is always a multiple of $a$ and the contamination is zero.

```lean
#print axioms SpinContamination.uhf_normalized
#print axioms SpinContamination.uhf_sz
#print axioms SpinContamination.spin_contamination
#print axioms SpinContamination.contamination_eq_zero_iff
```

```
'SpinContamination.uhf_normalized' depends on axioms: [propext, Classical.choice, Quot.sound]
'SpinContamination.uhf_sz' depends on axioms: [propext, Classical.choice, Quot.sound]
'SpinContamination.spin_contamination' depends on axioms: [propext, Classical.choice, Quot.sound]
'SpinContamination.contamination_eq_zero_iff' depends on axioms: [propext, Classical.choice, Quot.sound]
```
